# A half-filled non-interacting chain with equal site energies and alternating hoppings $t_1,t_2>0$ has the gap $2|t_1-t_2|$ on periodic rings with an even number of two-site cells and a larger gap if that number is odd

## A gap that jumps as the supercell grows

Before I compute an excitation gap in a supercell by diffusion Monte Carlo, I have to pick the number of cells and the boundary condition. To get a feeling for the size error, I took a half-filled non-interacting chain with two sites of equal energy per cell, hopping $t_1=1$ inside the cell and $t_2=0.8$ between cells, and closed $L$ cells into a periodic ring.

For $L=4,6,8$ the gap is $0.4$ every time. For $L=5,7,9$ it is about $1.176$, $0.891$ and $0.739$. I had expected one smooth curve in $L$, and I get a constant and a slowly falling sequence. Which of the two tells me about the infinite chain, how fast does the other one approach it, and would antiperiodic boundaries help?

## The zone-boundary momentum decides

The constant sequence gives the infinite-chain gap. The smallest gap of this chain sits at $k=\pi$, and a periodic ring has that momentum only if $L$ is even. An odd ring overestimates the gap, and its squared gap is too large by an amount of order $1/L^2$. Antiperiodic boundaries exchange the two cases, so they give $0.4$ for your odd rings.

### From the Bloch bands to the parity rule

Measured from the common site energy, the two bands at crystal momentum $k$ have energies $\pm|t_1+t_2e^{ik}|$. With the lower band filled and the upper one empty, the direct gap is

$$\Delta(k)=2\,|t_1+t_2e^{ik}|.$$

Its square follows from the real and imaginary parts and from $\cos k=2\cos^2(k/2)-1$:

$$\begin{aligned}
\Delta(k)^2&=4\left[(t_1+t_2\cos k)^2+t_2^2\sin^2k\right]\\
&=4\left[t_1^2+t_2^2+2t_1t_2\cos k\right]\\
&=4(t_1-t_2)^2+16\,t_1t_2\cos^2(k/2).
\end{aligned}$$

For $t_1,t_2>0$, the smallest gap on a ring therefore belongs to the allowed momentum with the smallest $\cos^2(k/2)$.

Let $s=0$ stand for periodic and $s=1$ for antiperiodic boundaries. The condition $e^{ikL}=(-1)^s$ allows

$$k_j=\frac{(2j+s)\pi}{L},\qquad j=0,\dots,L-1.$$

Put $n=2j+s$ and $a=\pi/(2L)$. Then $k_j/2=na$, $La=\pi/2$ and $0\le n\le 2L-1$, and $n$ always has the parity of $s$.

**$L+s$ even.** The index $j=(L-s)/2$ is allowed and gives $n=L$, that is $k=\pi$. The cosine term vanishes, and the gap of the ring is $2|t_1-t_2|$.

**$L+s$ odd.** Now $n=L$ has the wrong parity, so $n$ misses $L$ by at least one.

- If $n\le L-1$, then $0\le na\le\pi/2-a$. Cosine decreases on $[0,\pi]$, so $\cos(na)\ge\cos(\pi/2-a)=\sin a\ge0$.
- If $n\ge L+1$, then $\pi/2+a\le na\le\pi$, so $\cos(na)\le\cos(\pi/2+a)=-\sin a$.

Either way $\cos^2(na)\ge\sin^2a$. Equality holds at $n=L-1$, which belongs to the allowed index $j=(L-1-s)/2$. The gap $\Delta_L$ of the ring then satisfies

$$\Delta_L^2=4(t_1-t_2)^2+16\,t_1t_2\sin^2\frac{\pi}{2L}.$$

For the size error, use $2x/\pi\le\sin x\le x$ on $[0,\pi/2]$ at $x=a$. This gives $1/L\le\sin a\le\pi/(2L)$, and hence

$$\frac{16\,t_1t_2}{L^2}\le\Delta_L^2-4(t_1-t_2)^2\le\frac{4\pi^2t_1t_2}{L^2}.$$

The infinite chain has every real $k$ at its disposal. For positive hoppings the cosine term in $\Delta(k)^2$ is never negative, and it vanishes at $k=\pi$, so the gap of the infinite chain is exactly $2|t_1-t_2|$. The lower bound on the excess puts every ring with odd $L+s$ strictly above that value. For equal hoppings $t_1=t_2=t$, the formula reduces to $\Delta_L=4t\sin(\pi/(2L))$, a gap that comes from the finite ring alone.

For your choice of supercell this means that, in this non-interacting chain, even and odd sizes should not be mixed in one extrapolation at a fixed boundary condition.

### What the Lean definitions and theorems say

`directGap t1 t2 k` is $\Delta(k)$, written with the norm of a complex number. `ringMomentum L s j` is $k_j$. `supercellGap t1 t2 L s` is the infimum of the direct gap over `j : Fin L`, the type of the indices $0,\dots,L-1$, and `chainGap t1 t2` is the infimum over all real $k$.

The main theorem, `supercellGap_parity`, assumes `0 < t1`, `0 < t2`, `1 ≤ L` and `s ≤ 1`. It consists of two implications: for even `L + s` the gap is `2 * |t1 - t2|`, and for odd `L + s` its square is given by the sine formula. Your periodic ring is the case `s = 0`. Three further theorems treat odd `L + s`:

- `finite_size_excess` gives the two bounds of order $1/L^2$.
- `chainGap_lt_supercellGap` says that the ring strictly overestimates the gap of the infinite chain.
- `supercellGap_uniform` gives the gap for equal hoppings.

The file starts from the formula for the direct gap; it does not diagonalise a Hamiltonian or derive the allowed momenta from a boundary condition. That `chainGap t1 t2` equals $2|t_1-t_2|$ is derived above but is not stated as a Lean theorem. The positive signs of the hoppings fix where the band edge lies: if the two hoppings had opposite signs, it would be at $k=0$. Only the two boundary conditions $s=0,1$ appear, not a general twist. The model has no electron-electron interaction, so the formula says nothing about the Coulomb size errors or the fixed-node error of a real diffusion Monte Carlo gap.

```lean
import Mathlib

open scoped Real

namespace SupercellGapParity

noncomputable section

/-- Direct gap `2 |t1 + t2 exp(ik)|` of the dimerised chain at crystal momentum `k`. -/
def directGap (t1 t2 k : ℝ) : ℝ :=
  2 * ‖(t1 : ℂ) + (t2 : ℂ) * Complex.exp ((k : ℂ) * Complex.I)‖

/-- Momentum number `j` of a ring of `L ≥ 1` cells, with periodic (`s = 0`) or
antiperiodic (`s = 1`) boundary conditions. -/
def ringMomentum (L s j : ℕ) : ℝ := (2 * (j : ℝ) + s) * π / L

/-- Supercell gap: the smallest direct gap over the `L` allowed momenta of a ring of
`L ≥ 1` cells. -/
def supercellGap (t1 t2 : ℝ) (L s : ℕ) : ℝ :=
  ⨅ j : Fin L, directGap t1 t2 (ringMomentum L s j)

/-- Gap of the infinite chain: the infimum of the direct gap over all real momenta. -/
def chainGap (t1 t2 : ℝ) : ℝ := ⨅ k : ℝ, directGap t1 t2 k

/-- The direct gap is nonnegative. -/
theorem directGap_nonneg (t1 t2 k : ℝ) : 0 ≤ directGap t1 t2 k := by
  unfold directGap
  positivity

/-- The squared direct gap is `4 (t1 - t2)²` plus a term proportional to `cos² (k/2)`. -/
theorem directGap_sq (t1 t2 k : ℝ) :
    directGap t1 t2 k ^ 2 = 4 * (t1 - t2) ^ 2 + 16 * t1 * t2 * Real.cos (k / 2) ^ 2 := by
  have h := Real.cos_sq (k / 2)
  rw [show 2 * (k / 2) = k by ring] at h
  rw [directGap, mul_pow, Complex.sq_norm, Complex.normSq_apply]
  simp only [Complex.add_re, Complex.add_im, Complex.ofReal_re, Complex.ofReal_im,
    Complex.re_ofReal_mul, Complex.im_ofReal_mul, Complex.exp_ofReal_mul_I_re,
    Complex.exp_ofReal_mul_I_im]
  linear_combination 4 * t2 ^ 2 * Real.sin_sq_add_cos_sq k - 16 * t1 * t2 * h

/-- If `L + n` is odd and `n ≤ 2L`, the half-momentum `n π/(2L)` stays at least one step
`π/(2L)` away from `π/2`, so its squared cosine is at least `sin² (π/(2L))`. -/
theorem sin_sq_le_cos_sq_of_odd (L n : ℕ) (hL : 1 ≤ L) (hn : n ≤ 2 * L)
    (hodd : (L + n) % 2 = 1) :
    Real.sin (π / (2 * L)) ^ 2 ≤ Real.cos (n * (π / (2 * L))) ^ 2 := by
  have hL1 : (1 : ℝ) ≤ L := by exact_mod_cast hL
  have hL0 : (0 : ℝ) < L := by linarith
  have hn2 : (n : ℝ) ≤ 2 * L := by exact_mod_cast hn
  obtain ⟨a, ha⟩ : ∃ a : ℝ, a = π / (2 * L) := ⟨_, rfl⟩
  rw [← ha]
  have ha0 : 0 < a := by rw [ha]; positivity
  have haL : (L : ℝ) * a = π / 2 := by rw [ha]; field_simp
  have ha1 : a ≤ π / 2 := by nlinarith
  have hsin : 0 ≤ Real.sin a :=
    Real.sin_nonneg_of_nonneg_of_le_pi ha0.le (by linarith [Real.pi_pos])
  rcases lt_or_ge n L with h | h
  · -- momenta below the zone boundary
    have h1 : (n : ℝ) + 1 ≤ L := by exact_mod_cast h
    have hc : Real.sin a ≤ Real.cos (n * a) := by
      rw [← Real.cos_pi_div_two_sub]
      exact Real.cos_le_cos_of_nonneg_of_le_pi (by positivity)
        (by linarith [Real.pi_pos]) (by nlinarith)
    exact pow_le_pow_left₀ hsin hc 2
  · -- momenta above the zone boundary
    have h0 : L + 1 ≤ n := by omega
    have h1 : (L : ℝ) + 1 ≤ n := by exact_mod_cast h0
    have hc : Real.cos (n * a) ≤ Real.cos (a + π / 2) :=
      Real.cos_le_cos_of_nonneg_of_le_pi (by positivity) (by nlinarith) (by nlinarith)
    rw [Real.cos_add_pi_div_two] at hc
    have h2 := pow_le_pow_left₀ hsin (show Real.sin a ≤ -Real.cos (n * a) by linarith) 2
    rwa [neg_sq] at h2

/-- For `L ≥ 1`, positive hoppings and periodic or antiperiodic boundaries, one formula gives the
squared supercell gap through the parity of `L + s`. -/
theorem supercellGap_sq {t1 t2 : ℝ} (h1 : 0 < t1) (h2 : 0 < t2) {L s : ℕ}
    (hL : 1 ≤ L) (hs : s ≤ 1) :
    supercellGap t1 t2 L s ^ 2 = 4 * (t1 - t2) ^ 2 +
      16 * t1 * t2 * Real.sin ((((L + s) % 2 : ℕ) : ℝ) * (π / (2 * L))) ^ 2 := by
  have hL0 : (0 : ℝ) < L := by exact_mod_cast hL
  generalize hp : (L + s) % 2 = p
  -- the allowed momentum closest to the zone boundary
  obtain ⟨j0, hj0, hj⟩ : ∃ j < L, 2 * j + s + p = L :=
    ⟨(L - s) / 2, by omega, by omega⟩
  have hval : Real.cos (ringMomentum L s j0 / 2) ^ 2
      = Real.sin ((p : ℝ) * (π / (2 * L))) ^ 2 := by
    have hc : 2 * (j0 : ℝ) + s + p = L := by exact_mod_cast hj
    have harg : ringMomentum L s j0 / 2 = π / 2 - (p : ℝ) * (π / (2 * L)) := by
      rw [ringMomentum, show 2 * (j0 : ℝ) + s = L - p by linarith]
      field_simp
    rw [harg, Real.cos_pi_div_two_sub]
  have hmin : ∀ j : Fin L, directGap t1 t2 (ringMomentum L s j0)
      ≤ directGap t1 t2 (ringMomentum L s j) := by
    intro j
    have hjL := j.isLt
    have hb : Real.sin ((p : ℝ) * (π / (2 * L))) ^ 2
        ≤ Real.cos (ringMomentum L s j / 2) ^ 2 := by
      have hp01 : p = 0 ∨ p = 1 := by omega
      rcases hp01 with h | h
      · rw [h, Nat.cast_zero, zero_mul, Real.sin_zero, zero_pow two_ne_zero]
        exact sq_nonneg _
      · have hg := sin_sq_le_cos_sq_of_odd L (2 * (j : ℕ) + s) hL (by omega) (by omega)
        have harg : ringMomentum L s j / 2
            = ((2 * (j : ℕ) + s : ℕ) : ℝ) * (π / (2 * L)) := by
          rw [ringMomentum]
          push_cast
          ring
        rw [h, Nat.cast_one, one_mul, harg]
        exact hg
    refine (sq_le_sq₀ (directGap_nonneg _ _ _) (directGap_nonneg _ _ _)).mp ?_
    rw [directGap_sq, directGap_sq, hval]
    have := mul_le_mul_of_nonneg_left hb (show 0 ≤ 16 * t1 * t2 by positivity)
    linarith
  have hinf : supercellGap t1 t2 L s = directGap t1 t2 (ringMomentum L s j0) := by
    have : Nonempty (Fin L) := ⟨⟨j0, hj0⟩⟩
    unfold supercellGap
    apply le_antisymm
    · exact ciInf_le (Set.finite_range _).bddBelow (⟨j0, hj0⟩ : Fin L)
    · exact le_ciInf hmin
  rw [hinf, directGap_sq, hval]

/-- Parity of the supercell gap, for `L ≥ 1`, positive hoppings and periodic (`s = 0`) or
antiperiodic (`s = 1`) boundaries: it is `2 |t1 - t2|` if `L + s` is even, and its square is larger
by `16 t1 t2 sin² (π/(2L))` if `L + s` is odd. -/
theorem supercellGap_parity {t1 t2 : ℝ} (h1 : 0 < t1) (h2 : 0 < t2) {L s : ℕ}
    (hL : 1 ≤ L) (hs : s ≤ 1) :
    (Even (L + s) → supercellGap t1 t2 L s = 2 * |t1 - t2|) ∧
    (Odd (L + s) → supercellGap t1 t2 L s ^ 2 =
      4 * (t1 - t2) ^ 2 + 16 * t1 * t2 * Real.sin (π / (2 * L)) ^ 2) := by
  have h := supercellGap_sq h1 h2 hL hs
  constructor
  · intro he
    rw [Nat.even_iff.mp he, Nat.cast_zero, zero_mul, Real.sin_zero] at h
    have hg : 0 ≤ supercellGap t1 t2 L s := Real.iInf_nonneg fun _ => directGap_nonneg _ _ _
    refine (sq_eq_sq₀ hg (by positivity)).mp ?_
    rw [h, mul_pow, sq_abs]
    ring
  · intro ho
    rwa [Nat.odd_iff.mp ho, Nat.cast_one, one_mul] at h

/-- For positive hoppings, `L ≥ 1`, `s ≤ 1` and odd `L + s`, the excess of the squared supercell gap
over `4 (t1 - t2)²` lies between `16 t1 t2 / L²` and `4 π² t1 t2 / L²`. -/
theorem finite_size_excess {t1 t2 : ℝ} (h1 : 0 < t1) (h2 : 0 < t2) {L s : ℕ}
    (hL : 1 ≤ L) (hs : s ≤ 1) (ho : Odd (L + s)) :
    16 * t1 * t2 / L ^ 2 ≤ supercellGap t1 t2 L s ^ 2 - 4 * (t1 - t2) ^ 2 ∧
    supercellGap t1 t2 L s ^ 2 - 4 * (t1 - t2) ^ 2 ≤ 4 * π ^ 2 * t1 * t2 / L ^ 2 := by
  have hL1 : (1 : ℝ) ≤ L := by exact_mod_cast hL
  have hL0 : (0 : ℝ) < L := by linarith
  have hx0 : 0 ≤ π / (2 * (L : ℝ)) := by positivity
  have hx1 : π / (2 * (L : ℝ)) ≤ π / 2 := by
    rw [div_le_div_iff₀ (by positivity) (by positivity)]
    nlinarith [mul_le_mul_of_nonneg_left hL1 Real.pi_pos.le]
  -- Jordan's inequality from below, sin x ≤ x from above
  have hlo : 1 / (L : ℝ) ≤ Real.sin (π / (2 * L)) := by
    have h := Real.mul_le_sin hx0 hx1
    have e : 2 / π * (π / (2 * (L : ℝ))) = 1 / L := by field_simp
    rwa [e] at h
  have hpos : 0 ≤ 1 / (L : ℝ) := by positivity
  have hlo2 := pow_le_pow_left₀ hpos hlo 2
  have hup2 := pow_le_pow_left₀ (hpos.trans hlo) (Real.sin_le hx0) 2
  have hc : 0 ≤ 16 * t1 * t2 := by positivity
  have hA := mul_le_mul_of_nonneg_left hlo2 hc
  have hB := mul_le_mul_of_nonneg_left hup2 hc
  have eA : 16 * t1 * t2 / (L : ℝ) ^ 2 = 16 * t1 * t2 * (1 / (L : ℝ)) ^ 2 := by ring
  have eB : 4 * π ^ 2 * t1 * t2 / (L : ℝ) ^ 2
      = 16 * t1 * t2 * (π / (2 * (L : ℝ))) ^ 2 := by ring
  rw [(supercellGap_parity h1 h2 hL hs).2 ho, eA, eB]
  constructor <;> linarith

/-- For positive hoppings, `L ≥ 1`, `s ≤ 1` and odd `L + s`, the ring strictly overestimates the gap
of the infinite chain. -/
theorem chainGap_lt_supercellGap {t1 t2 : ℝ} (h1 : 0 < t1) (h2 : 0 < t2) {L s : ℕ}
    (hL : 1 ≤ L) (hs : s ≤ 1) (ho : Odd (L + s)) :
    chainGap t1 t2 < supercellGap t1 t2 L s := by
  have hL0 : (0 : ℝ) < L := by exact_mod_cast hL
  have hle : chainGap t1 t2 ≤ directGap t1 t2 π := by
    unfold chainGap
    exact ciInf_le ⟨0, by rintro _ ⟨k, rfl⟩; exact directGap_nonneg _ _ _⟩ π
  -- the ring misses the momentum π
  have hex := (finite_size_excess h1 h2 hL hs ho).1
  have hpos : 0 < 16 * t1 * t2 / (L : ℝ) ^ 2 := by positivity
  have hg : 0 ≤ supercellGap t1 t2 L s := Real.iInf_nonneg fun _ => directGap_nonneg _ _ _
  refine hle.trans_lt (lt_of_pow_lt_pow_left₀ 2 hg ?_)
  rw [directGap_sq, Real.cos_pi_div_two]
  linarith

/-- With equal hoppings `t > 0`, `L ≥ 1`, `s ≤ 1` and odd `L + s`, the ring has the gap
`4 t sin (π/(2L))`. -/
theorem supercellGap_uniform {t : ℝ} (ht : 0 < t) {L s : ℕ}
    (hL : 1 ≤ L) (hs : s ≤ 1) (ho : Odd (L + s)) :
    supercellGap t t L s = 4 * t * Real.sin (π / (2 * L)) := by
  have hL1 : (1 : ℝ) ≤ L := by exact_mod_cast hL
  have hsin : 0 ≤ Real.sin (π / (2 * L)) :=
    Real.sin_nonneg_of_nonneg_of_le_pi (by positivity)
      (div_le_self Real.pi_pos.le (by linarith))
  have hg : 0 ≤ supercellGap t t L s := Real.iInf_nonneg fun _ => directGap_nonneg _ _ _
  refine (sq_eq_sq₀ hg (by positivity)).mp ?_
  rw [(supercellGap_parity ht ht hL hs).2 ho]
  ring

end

end SupercellGapParity
```

```lean
#print axioms SupercellGapParity.chainGap_lt_supercellGap
#print axioms SupercellGapParity.supercellGap_uniform
```

```
'SupercellGapParity.chainGap_lt_supercellGap' depends on axioms: [propext, Classical.choice, Quot.sound]
'SupercellGapParity.supercellGap_uniform' depends on axioms: [propext, Classical.choice, Quot.sound]
```

### The same argument in the Lean proof

`directGap_sq` is the first computation above. It replaces the squared norm by the squares of the real and imaginary parts, and `linear_combination` then closes the identity from $\sin^2k+\cos^2k=1$ and the half-angle formula.

`sin_sq_le_cos_sq_of_odd` is the estimate for a grid that misses $\pi$. It splits into `n < L` and `n ≥ L`; in the second case the parity hypothesis raises the bound to `L + 1 ≤ n`. Both branches use `Real.cos_le_cos_of_nonneg_of_le_pi`, the monotonicity of cosine on $[0,\pi]$.

`supercellGap_sq` treats both parities at once. It calls the remainder of `L + s` modulo 2 `p` and takes the index `j0` equal to `(L - s) / 2`, with division rounded down. The tactic `omega` confirms that `j0` is allowed and that `2 * j0 + s + p = L`. From this, `hval` computes $\cos^2(k_{j_0}/2)=\sin^2(pa)$, which is $0$ for $p=0$ and $\sin^2a$ for $p=1$. The step `hmin` shows that no other index has a smaller direct gap: it compares the squares and returns to the gaps themselves because these are nonnegative.

`supercellGap_parity` reads off the two values of `p`. In the even case it also takes a square root, which is allowed because both sides are nonnegative. `finite_size_excess` inserts the two bounds on the sine, `Real.mul_le_sin` and `Real.sin_le`. `chainGap_lt_supercellGap` compares the infinite chain at $k=\pi$ with the positive lower bound on the excess, and `supercellGap_uniform` sets the hoppings equal and takes the root.

### How an infimum over momenta becomes a minimum

The symbol `⨅` in `supercellGap` denotes an infimum of real numbers. A family of reals need not be bounded below, so Mathlib's rules for such an infimum carry side conditions. Two of them do the work here.

`ciInf_le` says that the infimum is at most any chosen member of the family, provided that the family is bounded below. For the ring, the bound comes from `Set.finite_range`, since finitely many momenta give finitely many gaps. For the infinite chain that argument is not available, and the proof supplies the lower bound $0$ from `directGap_nonneg`.

`le_ciInf` says that a number that is at most every member is at most the infimum, provided that there is at least one index. The index `j0` supplies this condition as well, so it serves both as evidence that the ring has a momentum and as the place where the minimum is reached. The hypothesis `1 ≤ L` excludes the empty ring, to which Lean would assign the infimum $0$.

Together the two rules give `hinf`: the supercell gap equals the direct gap at `j0`. In the rest of the proof of `supercellGap_sq` the infimum is gone, and what remains is the value of one cosine.
